# Excitonic instability in a finite pair model: the stability matrix is positive definite exactly when no nonzero linearized gap solution exists at the same or any larger gap

Let $k$ run over a finite set of electron-hole pair states. Creating pair $k$ without interaction costs $G+e_k$, where $G>0$ is the band gap and $e_k\ge 0$ is the kinetic energy of the pair. The condition $G>0$ describes a semiconductor, not a semimetal with overlapping bands. The interaction is a real symmetric matrix $V$, attractive for a real pair amplitude $\varphi$ when $\varphi^{T}V\varphi>0$. It enters with a minus sign in the exciton Hamiltonian

$$H=\mathrm{diag}(e)-V .$$

Its eigenvalues $E$ are the exciton energies measured from the band gap, so an exciton costs $G+E$ in total. The stability matrix is

$$A_G=\mathrm{diag}(G+e)-V=H+G\,I ,$$

and $\varphi^{T}A_G\varphi$ is the model's quadratic energy cost of a small real pair amplitude $\varphi$ in the normal state. The linearized gap equation for an order parameter $D$ is

$$D_k=\sum_j V_{kj}\,\frac{D_j}{G+e_j}.$$

## From the gap equation to exciton energies

Three statements hold for this model.

- The gap equation at $G$ has a nonzero solution if and only if $-G$ is an exciton energy.
- $A_G$ is positive definite if and only if every exciton energy exceeds $-G$.
- $A_G$ is positive definite if and only if the gap equation has no nonzero solution at any $G'\ge G$, with $e$ and $V$ held fixed.

**The gap equation is a Schrödinger equation.** Put $D_k=(G+e_k)\varphi_k$. The denominators cancel, and the gap equation becomes

$$(G+e_k)\varphi_k=\sum_j V_{kj}\varphi_j
\quad\Longleftrightarrow\quad
e_k\varphi_k-\sum_j V_{kj}\varphi_j=-G\varphi_k ,$$

which is $H\varphi=-G\varphi$. Since $G+e_k>0$, the substitution is inverted by $\varphi_k=D_k/(G+e_k)$, and $D$ is nonzero exactly when $\varphi$ is. This gives the first statement.

**Positivity is a condition on the spectrum.** Suppose $A_G$ is positive definite and $H\varphi=E\varphi$ with $\varphi\neq0$. Then

$$0<\varphi^{T}A_G\varphi=(E+G)\,\varphi^{T}\varphi ,$$

so $E>-G$. Conversely, suppose all exciton energies exceed $-G$. The real symmetric matrix $A_G$ has an orthonormal eigenbasis $u_i$ with eigenvalues $\lambda_i$. From $A_Gu_i=\lambda_iu_i$ follows $Hu_i=(\lambda_i-G)u_i$, so $\lambda_i-G$ is an exciton energy and $\lambda_i>0$. Hence $x^{T}A_Gx=\sum_i\lambda_i(u_i^{T}x)^2>0$ for every $x\ne0$.

**Larger gaps detect deeper excitons.** If $A_G$ is positive definite, a nonzero gap solution at $G'\ge G$ would make $-G'\le -G$ an exciton energy, which is impossible. If $A_G$ is not positive definite, some exciton energy satisfies $E\le -G$. Then $G'=-E\ge G$ is positive, and the gap equation has a nonzero solution there. Testing $G$ alone is not enough: for one pair state with $e=0$, $V=2$ and $G=1$, the gap equation has only the zero solution, yet $A_G=-1$.

**A separable interaction gives a scalar condition.** Let $V_{kj}=g\,v_kv_j$. A nonzero solution has the form $D_k=g\,v_kS$ with $S=\sum_j v_jD_j/(G+e_j)$, and $S\ne0$ because $D\neq0$. Inserting $D$ into $S$ gives

$$S=S\,g\sum_j\frac{v_j^2}{G+e_j},
\qquad\text{hence}\qquad
g\sum_j\frac{v_j^2}{G+e_j}=1 .$$

Conversely, if this condition holds, then $v\neq0$ and $D=v$ solves the gap equation.

For this finite model with a fixed interaction, diagonalizing the exciton Hamiltonian and solving the linearized gap equation over all gaps $G'\ge G$ therefore test the same instability.

## The model in Lean

The pair states form a finite type `n`, and amplitudes and order parameters are functions `n → ℝ`.

```lean
import Mathlib

open Matrix

namespace ExcitonicInstability

noncomputable section

variable {n : Type*} [Fintype n] [DecidableEq n]
```

The exciton Hamiltonian and the stability matrix are defined separately; their relation by a shift is proved later.

```lean
/-- The exciton Hamiltonian, with energies measured from the band gap: pair kinetic energy `e`
minus the electron-hole attraction `V`. -/
def excitonHamiltonian (e : n → ℝ) (V : Matrix n n ℝ) : Matrix n n ℝ :=
  diagonal e - V

/-- The stability matrix of the normal state at band gap `G`: the pair excitation energies
`G + e k` on the diagonal, minus the attraction `V`. -/
def stabilityMatrix (e : n → ℝ) (V : Matrix n n ℝ) (G : ℝ) : Matrix n n ℝ :=
  diagonal (fun k => G + e k) - V
```

An exciton energy is defined by a nonzero real eigenvector, where `*ᵥ` is the product of a matrix with a vector.

```lean
/-- `E` is an exciton energy: the exciton Hamiltonian has a nonzero eigenvector `φ` with
eigenvalue `E`. -/
def IsExcitonEnergy (e : n → ℝ) (V : Matrix n n ℝ) (E : ℝ) : Prop :=
  ∃ φ : n → ℝ, φ ≠ 0 ∧ excitonHamiltonian e V *ᵥ φ = E • φ
```

The gap equation is a predicate on `D`. The zero order parameter always satisfies it, so the theorems ask for `D ≠ 0` explicitly.

```lean
omit [DecidableEq n] in
/-- The order parameter `D` solves the linearized gap equation at band gap `G`. -/
def IsGapSolution (e : n → ℝ) (V : Matrix n n ℝ) (G : ℝ) (D : n → ℝ) : Prop :=
  ∀ k, D k = ∑ j, V k j * (D j / (G + e j))
```

The separable interaction allows any real `g`, attractive or repulsive.

```lean
/-- A separable electron-hole interaction with real coupling `g` and form factor `v`. -/
def separableAttraction (g : ℝ) (v : n → ℝ) : Matrix n n ℝ :=
  Matrix.of fun k j => g * (v k * v j)
```

These definitions are the starting point. The gap equation and the stability matrix are not derived from a many-electron Hamiltonian, and the nonlinear gap equation, temperature and the dependence of screening on the gap are absent.

## The substitution and its inverse

The first theorem is the substitution $D_k=(G+e_k)\varphi_k$. In its proof, `hsum` cancels the pair energy inside the sum and `hH` writes out $H\varphi$ by components; `linarith` then moves the terms across the equation. Symmetry of `V` is not needed here.

```lean
/-- For `e ≥ 0` and `G > 0`, the order parameter `(G + e k) φ k` solves the linearized gap equation
exactly when `φ` solves the exciton Schrödinger equation at energy `-G`. -/
theorem gapSolution_iff_schrodinger {e : n → ℝ} (he : ∀ k, 0 ≤ e k) (V : Matrix n n ℝ)
    {G : ℝ} (hG : 0 < G) (φ : n → ℝ) :
    IsGapSolution e V G (fun k => (G + e k) * φ k) ↔
      excitonHamiltonian e V *ᵥ φ = (-G) • φ := by
  have h : ∀ k, G + e k ≠ 0 := fun k => by linarith [he k] |> fun (p : 0 < G + e k) => p.ne'
  -- the pair energy cancels inside the sum
  have hsum : ∀ k, ∑ j, V k j * ((G + e j) * φ j / (G + e j)) = (V *ᵥ φ) k := by
    intro k
    refine Finset.sum_congr rfl fun j _ => ?_
    rw [mul_div_cancel_left₀ _ (h j)]
  have hH : ∀ k, (excitonHamiltonian e V *ᵥ φ) k = e k * φ k - (V *ᵥ φ) k := by
    intro k
    rw [excitonHamiltonian, Matrix.sub_mulVec, Pi.sub_apply, Matrix.mulVec_diagonal]
  constructor
  · intro hD
    funext k
    have h1 : (G + e k) * φ k = (V *ᵥ φ) k := (hD k).trans (hsum k)
    rw [hH k, Pi.smul_apply, smul_eq_mul]
    linarith
  · intro hφ k
    have h1 := congrFun hφ k
    rw [hH k, Pi.smul_apply, smul_eq_mul] at h1
    refine Eq.trans ?_ (hsum k).symm
    show (G + e k) * φ k = (V *ᵥ φ) k
    linarith
```

For the existence statement, the forward direction takes $D_k/(G+e_k)$ as the exciton amplitude, and `hback` confirms that multiplying back restores `D`. The reverse direction multiplies by the pair energy. Each direction also checks that the new vector is nonzero.

```lean
/-- For `e ≥ 0` and `G > 0`, the linearized gap equation at band gap `G` has a nonzero solution if
and only if `-G` is an exciton energy. -/
theorem exists_gapSolution_iff {e : n → ℝ} (he : ∀ k, 0 ≤ e k) (V : Matrix n n ℝ)
    {G : ℝ} (hG : 0 < G) :
    (∃ D : n → ℝ, D ≠ 0 ∧ IsGapSolution e V G D) ↔ IsExcitonEnergy e V (-G) := by
  have h : ∀ k, G + e k ≠ 0 := fun k => (add_pos_of_pos_of_nonneg hG (he k)).ne'
  constructor
  · rintro ⟨D, hD0, hD⟩
    -- the exciton amplitude is the order parameter divided by the pair energy
    have hback : (fun k => (G + e k) * (D k / (G + e k))) = D :=
      funext fun k => mul_div_cancel₀' (h k) (D k)
    refine ⟨fun k => D k / (G + e k), fun h0 => hD0 ?_, ?_⟩
    · funext k
      have h1 : D k / (G + e k) = 0 := congrFun h0 k
      exact (div_eq_zero_iff.mp h1).resolve_right (h k)
    · refine (gapSolution_iff_schrodinger he V hG _).mp ?_
      rw [hback]
      exact hD
  · rintro ⟨φ, hφ0, hφ⟩
    refine ⟨fun k => (G + e k) * φ k, fun h0 => hφ0 ?_,
      (gapSolution_iff_schrodinger he V hG φ).mpr hφ⟩
    funext k
    have h1 : (G + e k) * φ k = 0 := congrFun h0 k
    exact (mul_eq_zero.mp h1).resolve_left (h k)
where
  mul_div_cancel₀' {a : ℝ} (ha : a ≠ 0) (b : ℝ) : a * (b / a) = b := by
    rw [← mul_div_assoc, mul_div_cancel_left₀ _ ha]
```

## Positive definiteness and the exciton spectrum

The shift $A_G=H+G\,I$ is stated through its action on a vector.

```lean
/-- The stability matrix acts as the exciton Hamiltonian shifted by the band gap. -/
theorem stabilityMatrix_mulVec (e : n → ℝ) (V : Matrix n n ℝ) (G : ℝ) (φ : n → ℝ) :
    stabilityMatrix e V G *ᵥ φ = excitonHamiltonian e V *ᵥ φ + G • φ := by
  funext k
  rw [stabilityMatrix, excitonHamiltonian, Matrix.sub_mulVec, Matrix.sub_mulVec]
  simp only [Pi.add_apply, Pi.sub_apply, Pi.smul_apply, smul_eq_mul, Matrix.mulVec_diagonal]
  ring
```

`PosDef` means that the matrix is Hermitian, here real symmetric, and has a positive quadratic form on nonzero vectors. The hypothesis `hV` supplies the symmetry; no sign condition on `e` or `G` is required. The forward direction evaluates the quadratic form on an exciton eigenvector, and `nlinarith` rules out $E+G\le0$. The reverse direction uses Mathlib's eigenvector basis and applies the hypothesis to `hA.eigenvalues i - G`.

```lean
/-- For a symmetric attraction, the stability matrix at band gap `G` is positive definite if
and only if every exciton energy exceeds `-G`. -/
theorem stabilityMatrix_posDef_iff (e : n → ℝ) {V : Matrix n n ℝ} (hV : V.IsSymm) (G : ℝ) :
    (stabilityMatrix e V G).PosDef ↔ ∀ E, IsExcitonEnergy e V E → -G < E := by
  constructor
  · rintro hA E ⟨φ, hφ0, hφ⟩
    -- evaluate the quadratic form on the exciton eigenvector
    have hpos := hA.dotProduct_mulVec_pos hφ0
    rw [stabilityMatrix_mulVec, hφ, ← add_smul, dotProduct_smul, smul_eq_mul] at hpos
    have hS : 0 ≤ star φ ⬝ᵥ φ := Finset.sum_nonneg fun i _ => by
      show 0 ≤ star (φ i) * φ i
      rw [star_trivial]
      exact mul_self_nonneg _
    by_contra hE
    have hE' : 0 ≤ -(E + G) := by linarith [not_lt.mp hE]
    nlinarith [mul_nonneg hE' hS]
  · intro hE
    have hVh : V.IsHermitian := by
      show Vᴴ = V
      rw [Matrix.conjTranspose_eq_transpose_of_trivial]
      exact hV
    have hA : (stabilityMatrix e V G).IsHermitian :=
      (Matrix.isHermitian_diagonal _).sub hVh
    -- each eigenvalue of the stability matrix is an exciton energy plus the gap
    refine hA.posDef_iff_eigenvalues_pos.mpr fun i => ?_
    have hv : stabilityMatrix e V G *ᵥ (hA.eigenvectorBasis i).ofLp =
        hA.eigenvalues i • (hA.eigenvectorBasis i).ofLp := hA.mulVec_eigenvectorBasis i
    have hlt := hE (hA.eigenvalues i - G) ⟨(hA.eigenvectorBasis i).ofLp, fun h0 =>
      hA.eigenvectorBasis.orthonormal.ne_zero i (by ext k; exact congrFun h0 k), by
        rw [stabilityMatrix_mulVec] at hv
        rw [sub_smul, ← hv, add_sub_cancel_right]⟩
    linarith
```

The main theorem combines the two equivalences. Its reverse direction assumes an exciton energy at or below `-G` and uses the gap `-E`, as in the derivation above.

```lean
/-- For symmetric `V`, `e ≥ 0` and `G > 0`, the stability matrix at band gap `G` is positive
definite if and only if the linearized gap equation has no nonzero solution at any band gap `G' ≥
G`. -/
theorem stable_iff_no_gapSolution {e : n → ℝ} (he : ∀ k, 0 ≤ e k) {V : Matrix n n ℝ}
    (hV : V.IsSymm) {G : ℝ} (hG : 0 < G) :
    (stabilityMatrix e V G).PosDef ↔
      ∀ G', G ≤ G' → ¬ ∃ D : n → ℝ, D ≠ 0 ∧ IsGapSolution e V G' D := by
  rw [stabilityMatrix_posDef_iff e hV G]
  constructor
  · intro h G' hGG' hD
    have := h (-G') ((exists_gapSolution_iff he V (hG.trans_le hGG')).mp hD)
    linarith
  · intro h E hE
    by_contra hlt
    -- an exciton energy at or below `-G` gives a gap solution at the larger gap `-E`
    have hGE : G ≤ -E := by linarith [not_lt.mp hlt]
    refine h (-E) hGE ((exists_gapSolution_iff he V (hG.trans_le hGE)).mpr ?_)
    rw [neg_neg]
    exact hE
```

## The separable condition

The proof first turns the exciton statement into one about gap solutions. The identity `hs` pulls $g\,v_k$ out of the sum, `hself` is the self-consistency equation for $S$, and `mul_left_cancel₀` divides by $S\neq0$. The converse supplies `v` itself as the order parameter.

```lean
/-- For a separable interaction, `e ≥ 0` and `G > 0`, `-G` is an exciton energy if and only if `g ∑
v_j² / (G + e_j) = 1`. -/
theorem separable_excitonEnergy_iff {e : n → ℝ} (he : ∀ k, 0 ≤ e k) (g : ℝ) (v : n → ℝ)
    {G : ℝ} (hG : 0 < G) :
    IsExcitonEnergy e (separableAttraction g v) (-G) ↔
      g * ∑ j, v j ^ 2 / (G + e j) = 1 := by
  rw [← exists_gapSolution_iff he _ hG]
  have hs : ∀ (D : n → ℝ) (k : n), ∑ j, separableAttraction g v k j * (D j / (G + e j)) =
      g * v k * ∑ j, v j * (D j / (G + e j)) := by
    intro D k
    rw [Finset.mul_sum]
    refine Finset.sum_congr rfl fun j _ => ?_
    simp only [separableAttraction, Matrix.of_apply]
    ring
  constructor
  · rintro ⟨D, hD0, hD⟩
    -- the order parameter is proportional to the form factor, with amplitude `g * S`
    obtain ⟨S, hS⟩ : ∃ S, S = ∑ j, v j * (D j / (G + e j)) := ⟨_, rfl⟩
    have hk : ∀ k, D k = g * v k * S := fun k => by rw [hS, ← hs D k]; exact hD k
    have hS0 : S ≠ 0 := fun h0 => hD0 (funext fun k => by rw [hk k, h0, mul_zero]; rfl)
    have hself : S = S * (g * ∑ j, v j ^ 2 / (G + e j)) := by
      refine hS.trans ?_
      rw [Finset.mul_sum, Finset.mul_sum]
      refine Finset.sum_congr rfl fun j _ => ?_
      rw [hk j]
      ring
    exact mul_left_cancel₀ hS0 (by rw [mul_one]; exact hself.symm)
  · intro h1
    refine ⟨v, fun h0 => ?_, fun k => ?_⟩
    · simp [h0] at h1
    · have h2 : ∑ j, v j * (v j / (G + e j)) = ∑ j, v j ^ 2 / (G + e j) :=
        Finset.sum_congr rfl fun j _ => by ring
      rw [hs v k, h2]
      linear_combination (-v k) * h1

end

end ExcitonicInstability
```

```lean
#print axioms ExcitonicInstability.stable_iff_no_gapSolution
#print axioms ExcitonicInstability.separable_excitonEnergy_iff
```

```
'ExcitonicInstability.stable_iff_no_gapSolution' depends on axioms: [propext, Classical.choice, Quot.sound]
'ExcitonicInstability.separable_excitonEnergy_iff' depends on axioms: [propext, Classical.choice, Quot.sound]
```
